# Exact error of the two-copy estimate of ⟨Z⟩ for a qubit with an orthogonal error state

A qubit is described by the matrix ρ = diag(1 − e, e), in which the normalised target state (1, 0) has weight 1 − e and the orthogonal state (0, 1) has weight e. From two copies of ρ and the swap operator F one forms the estimate Tr(F (Z ⊗ 1)(ρ ⊗ ρ)) / Tr(F (ρ ⊗ ρ)) of Z = diag(1, −1), whose value in the target state is 1. The theorem `qubit_error_eq` says that the estimate lies at distance exactly 2‖Z‖e² / ((1 − e)² + e²) from 1, where ‖Z‖ is the operator norm; it holds for every real e, though ρ is a physical state only for 0 ≤ e ≤ 1. The proof shows that ‖Z‖ = 1 and that ρ is the diagonal matrix above, then turns both traces into traces of ordinary matrix products and computes.

Lean 4 with Mathlib refuses this proof:

```lean
import Mathlib

open Matrix
open scoped Kronecker ComplexOrder Matrix.Norms.L2Operator

namespace QubitErrorEq

noncomputable section

variable {n : Type*} [Fintype n] [DecidableEq n]

/-- The swap operator `F` on two copies of a system with basis labels `n`. -/
def swapOp (n : Type*) [DecidableEq n] : Matrix (n × n) (n × n) ℂ :=
  Matrix.of fun p q => if q = p.swap then 1 else 0

/-- The state `(1 - e) u u† + e σ`: a target vector `u` with an error part `σ` of weight `e`. -/
def noisyState (e : ℝ) (u : n → ℂ) (σ : Matrix n n ℂ) : Matrix n n ℂ :=
  (1 - (e : ℂ)) • vecMulVec u (star u) + (e : ℂ) • σ

/-- The two-copy estimate `Tr(F (O ⊗ 1) (ρ ⊗ ρ)) / Tr(F (ρ ⊗ ρ))`, meaningful when the
denominator is nonzero. -/
def distilledValue (ρ O : Matrix n n ℂ) : ℂ :=
  Matrix.trace (swapOp n * (O ⊗ₖ (1 : Matrix n n ℂ)) * (ρ ⊗ₖ ρ)) /
    Matrix.trace (swapOp n * (ρ ⊗ₖ ρ))

/-- The swap trick: `Tr(F (A ⊗ B)) = Tr(A B)`. -/
theorem trace_swap_kronecker (A B : Matrix n n ℂ) :
    Matrix.trace (swapOp n * (A ⊗ₖ B)) = Matrix.trace (A * B) := by
  have h : ∀ p : n × n, (swapOp n * (A ⊗ₖ B)) p p = A p.2 p.1 * B p.1 p.2 := by
    intro p
    simp [swapOp, Matrix.mul_apply]
  calc Matrix.trace (swapOp n * (A ⊗ₖ B)) = ∑ p : n × n, A p.2 p.1 * B p.1 p.2 :=
        Finset.sum_congr rfl fun p _ => h p
    _ = ∑ i, ∑ j, A j i * B i j := Fintype.sum_prod_type _
    _ = Matrix.trace (A * B) := by
        rw [Finset.sum_comm]
        simp only [Matrix.trace, Matrix.diag_apply, Matrix.mul_apply]

/-- For the qubit with `u = (1, 0)`, `σ = diag(0, 1)` and `Z = diag(1, -1)`, the distance of the
estimate from `1` is exactly `2 ‖Z‖ e² / ((1 - e)² + e²)`. -/
theorem qubit_error_eq (e : ℝ) :
    ‖distilledValue (noisyState e ![1, 0] (Matrix.diagonal (![0, 1] : Fin 2 → ℂ)))
        (Matrix.diagonal ![1, -1]) - 1‖ =
      2 * ‖Matrix.diagonal (![1, -1] : Fin 2 → ℂ)‖ * e ^ 2 / ((1 - e) ^ 2 + e ^ 2) := by
  have hZ : ‖Matrix.diagonal (![1, -1] : Fin 2 → ℂ)‖ = 1 := by
    rw [Matrix.l2_opNorm_diagonal]
    refine le_antisymm ((pi_norm_le_iff_of_nonneg zero_le_one).2 fun i => ?_) ?_
    · fin_cases i <;> simp
    · simpa using norm_le_pi_norm (![1, -1] : Fin 2 → ℂ) 0
  have hρ : noisyState e ![1, 0] (Matrix.diagonal (![0, 1] : Fin 2 → ℂ)) =
      Matrix.diagonal ![1 - (e : ℂ), (e : ℂ)] := by
    ext i j
    fin_cases i <;> fin_cases j <;> simp [noisyState, vecMulVec_apply]
  have hD : 0 < (1 - e) ^ 2 + e ^ 2 := by nlinarith [sq_nonneg (1 - 2 * e)]
  have hDc : (1 - (e : ℂ)) * (1 - (e : ℂ)) + (e : ℂ) * (e : ℂ) ≠ 0 := by
    have h : (((1 - e) ^ 2 + e ^ 2 : ℝ) : ℂ) ≠ 0 := Complex.ofReal_ne_zero.2 hD.ne'
    push_cast at h
    simpa only [pow_two] using h
  have hval : distilledValue (Matrix.diagonal ![1 - (e : ℂ), (e : ℂ)])
      (Matrix.diagonal ![1, -1]) - 1 = ((-(2 * e ^ 2 / ((1 - e) ^ 2 + e ^ 2)) : ℝ) : ℂ) := by
    unfold distilledValue
    rw [mul_assoc, ← Matrix.mul_kronecker_mul, one_mul, trace_swap_kronecker,
      trace_swap_kronecker]
    simp only [Matrix.diagonal_mul_diagonal, Matrix.trace_diagonal, Fin.sum_univ_two,
      Matrix.cons_val_zero, Matrix.cons_val_one]
    push_cast
    rw [pow_two (1 - (e : ℂ)), pow_two (e : ℂ), ← neg_div, eq_div_iff hDc, sub_mul,
      div_mul_cancel₀ _ hDc]
    ring
  rw [hρ, hval, hZ, Complex.norm_real, norm_neg, Real.norm_of_nonneg (by positivity), mul_one]

end

end QubitErrorEq
```

The compiler's answer:

```
Main.lean:51:49: error: unsolved goals
case «0».«0»
e : ℝ
hZ : ‖diagonal ![1, -1]‖ = 1
⊢ ((1 - ↑e) • vecCons (star ![1, 0]) (vecCons 0 !![,,])) 0 0 = 1 - ↑e

case «0».«1»
e : ℝ
hZ : ‖diagonal ![1, -1]‖ = 1
⊢ ((1 - ↑e) • vecCons (star ![1, 0]) (vecCons 0 !![,,])) 0 1 = 0

case «1».«0»
e : ℝ
hZ : ‖diagonal ![1, -1]‖ = 1
⊢ ((1 - ↑e) • vecCons (star ![1, 0]) (vecCons 0 !![,,])) 1 0 = 0

case «1».«1»
e : ℝ
hZ : ‖diagonal ![1, -1]‖ = 1
⊢ ((1 - ↑e) • vecCons (star ![1, 0]) (vecCons 0 !![,,])) 1 1 = 0
Main.lean:53:54: warning: This simp argument is unused:
  vecMulVec_apply

Hint: Omit it from the simp argument list.
  [apply] simp [noisyState]

Note: This linter can be disabled with `set_option linter.unusedSimpArgs false`
```

The error is in `hρ`, the step which shows entry by entry that `noisyState` is the expected diagonal matrix. `simp` was meant to use `vecMulVec_apply`, which gives an entry of `vecMulVec` as a product of two numbers. But the vector `![1, 0]` is written out explicitly, and `simp` first expanded the whole outer product into rows, the `vecCons` expression seen in the goals. No `vecMulVec` was then left for the lemma to act on, which is why the warning calls it unused. `simp` also failed to take the entry of the scaled matrix, so all four cases stayed open.

The repair uses `change` to restate the goal, before the cases are split, as an equation between numbers for general `i` and `j`. Lean accepts this because the two forms agree by definition. The outer product is now an ordinary product of vector entries, so there is no matrix of rows to get stuck on, and `simp` settles each case. It no longer needs `noisyState` or `vecMulVec_apply`, since neither name is left in the goal.

After these edits no error is left:

```diff
@@ -51,5 +51,8 @@
       Matrix.diagonal ![1 - (e : ℂ), (e : ℂ)] := by
     ext i j
-    fin_cases i <;> fin_cases j <;> simp [noisyState, vecMulVec_apply]
+    change (1 - (e : ℂ)) * ((![1, 0] : Fin 2 → ℂ) i * star ((![1, 0] : Fin 2 → ℂ) j)) +
+      (e : ℂ) * Matrix.diagonal (![0, 1] : Fin 2 → ℂ) i j =
+        Matrix.diagonal ![1 - (e : ℂ), (e : ℂ)] i j
+    fin_cases i <;> fin_cases j <;> simp
   have hD : 0 < (1 - e) ^ 2 + e ^ 2 := by nlinarith [sq_nonneg (1 - 2 * e)]
   have hDc : (1 - (e : ℂ)) * (1 - (e : ℂ)) + (e : ℂ) * (e : ℂ) ≠ 0 := by
```
